# Energy of a seniority-zero state under a spin-free Hamiltonian

Let one electron pair be shared equally between two orbitals 1 and 2:

ψ = (b₁* + b₂*)|0⟩ / √2, b_p = a_p↓ a_p↑.

Moving one electron from 1 to 2 breaks the pair and gives a state orthogonal to ψ. Moving the whole pair does not. With one-electron integrals h(p,q) and two-electron integrals V(pq,rs) = ⟨pq|rs⟩ (electron 1 in p and r, electron 2 in q and s), the energy is therefore

E = h(1,1) + h(2,2) + ½[V(11,11) + V(22,22) + V(11,22) + V(22,11)].

The parts below extend this to any finite set of orbitals and any ψ with n_p↑ψ = n_p↓ψ for every p (seniority zero). For such paired states, the energy needs only occupations, pair transfers and joint occupations from the density matrices.

## Operators, state and integrals

A spin-orbital is a pair in `P × Bool`, with `up` for true and `dn` for false. `IsCAR` states the anticommutation relations for complex matrices, and ᴴ is the adjoint, written * here.

In Lean 4 with Mathlib:

```lean
import Mathlib

open Matrix
open scoped Kronecker

namespace DoublyOccupiedCI

noncomputable section

local notation "up" => true
local notation "dn" => false

variable {ι P m : Type*} [DecidableEq ι] [DecidableEq P] [Fintype m] [DecidableEq m]

/-- The canonical anticommutation relations for a family of annihilation matrices. -/
structure IsCAR (a : ι → Matrix m m ℂ) : Prop where
  anti : ∀ i j, a i * a j + a j * a i = 0
  mixed : ∀ i j, a i * (a j)ᴴ + (a j)ᴴ * a i = if i = j then 1 else 0

/-- The occupation number operator of a mode. -/
def num (a : ι → Matrix m m ℂ) (i : ι) : Matrix m m ℂ := (a i)ᴴ * a i

/-- The operator `b_p` that removes an electron pair from the spatial orbital `p`. -/
def pair (a : P × Bool → Matrix m m ℂ) (p : P) : Matrix m m ℂ := a (p, dn) * a (p, up)
```

`expect ψ X` is ⟨X⟩ = ⟨ψ, Xψ⟩. Unit norm is not assumed; for unnormalised ψ, divide by ⟨ψ,ψ⟩.

```lean
/-- The expectation functional `X ↦ ⟨ψ, X ψ⟩`. -/
def expect (ψ : m → ℂ) : Matrix m m ℂ →ₗ[ℂ] ℂ where
  toFun X := star ψ ⬝ᵥ (X *ᵥ ψ)
  map_add' X Y := by rw [Matrix.add_mulVec, dotProduct_add]
  map_smul' c X := by simp [Matrix.smul_mulVec, dotProduct_smul]
```

V(pq,rs) multiplies ½ a_pσ* a_qτ* a_sτ a_rσ, which is the ⟨pq|rs⟩ ordering. The integrals are arbitrary complex numbers, so H need not be Hermitian.

```lean
/-- The spin-free Hamiltonian with one-electron integrals `h` and two-electron integrals `V`. -/
def hamiltonian [Fintype P] (a : P × Bool → Matrix m m ℂ) (h : P → P → ℂ)
    (V : P → P → P → P → ℂ) : Matrix m m ℂ :=
  (∑ p, ∑ q, h p q • (∑ σ, (a (p, σ))ᴴ * a (q, σ))) +
  (1 / 2 : ℂ) • (∑ p, ∑ q, ∑ r, ∑ s, V p q r s •
    (∑ σ, ∑ τ, (a (p, σ))ᴴ * (a (q, τ))ᴴ * a (s, τ) * a (r, σ)))
```

The pairing condition is a hypothesis on ψ. One could also define ψ as a combination of products of b_p* on a vacuum; the statement would then need a vacuum vector, and the condition would become a lemma.

```lean
/-- In every spatial orbital the up and down number operators act alike on `ψ`. -/
def SeniorityZero (a : P × Bool → Matrix m m ℂ) (ψ : m → ℂ) : Prop :=
  ∀ p, num a (p, up) *ᵥ ψ = num a (p, dn) *ᵥ ψ
```

Write D_x = n_x↑ − n_x↓. The charge q_x(i) is +1 for i = (x,↑), −1 for (x,↓), and 0 in other orbitals.

```lean
/-- The spin imbalance of the spatial orbital `x`: number of up minus number of down electrons. -/
def spinDiff (a : P × Bool → Matrix m m ℂ) (x : P) : Matrix m m ℂ := num a (x, up) - num a (x, dn)

/-- The spin imbalance that an electron in spin-orbital `i` contributes to orbital `x`. -/
def charge (x : P) (i : P × Bool) : ℤ := if i.1 = x then (if i.2 = true then 1 else -1) else 0
```

## (a) Charged operators have zero expectation

Let D* = D, Dψ = 0 and [D,X] = cX with c ≠ 0. Show that ⟨X⟩ = 0.

c⟨X⟩ = ⟨Dψ, Xψ⟩ − ⟨ψ, XDψ⟩ = 0.

The code proves the two vanishing terms as `h1` and `h2`.

```lean
omit [DecidableEq m] in
/-- An operator that shifts a Hermitian `D` by `c ≠ 0` has zero expectation in a state
annihilated by `D`. -/
theorem selection_rule {ψ : m → ℂ} {D X : Matrix m m ℂ} {c : ℤ} (hD : Dᴴ = D)
    (h0 : D *ᵥ ψ = 0) (hX : D * X - X * D = c • X) (hc : c ≠ 0) : expect ψ X = 0 := by
  have h1 : expect ψ (D * X) = 0 := by
    change star ψ ⬝ᵥ ((D * X) *ᵥ ψ) = 0
    rw [← Matrix.mulVec_mulVec, Matrix.dotProduct_mulVec, ← hD, ← Matrix.star_mulVec, h0,
      star_zero, zero_dotProduct]
  have h2 : expect ψ (X * D) = 0 := by
    change star ψ ⬝ᵥ ((X * D) *ᵥ ψ) = 0
    rw [← Matrix.mulVec_mulVec, h0, Matrix.mulVec_zero, dotProduct_zero]
  have h := congrArg (expect ψ) hX
  rw [map_sub, h1, h2, sub_zero, map_zsmul, zsmul_eq_mul] at h
  exact (mul_eq_zero.mp h.symm).resolve_left (Int.cast_ne_zero.mpr hc)
```

## (b) Number operators and annihilators

Compute [n_i, a_j].

[n_i, a_j] = a_i*{a_i, a_j} − {a_j, a_i*}a_i = −δ_ij a_j.

```lean
/-- The number operator of mode `i` is lowered by one by `a i` and commutes with the other
annihilators. -/
theorem num_comm {a : ι → Matrix m m ℂ} (ha : IsCAR a) (i j : ι) :
    num a i * a j - a j * num a i = (if j = i then (-1 : ℤ) else 0) • a j := by
  have e : num a i * a j - a j * num a i = (a i)ᴴ * (a i * a j + a j * a i)
      - (a j * (a i)ᴴ + (a i)ᴴ * a j) * a i := by
    unfold num; noncomm_ring
  rw [e, ha.anti, ha.mixed]
  rcases eq_or_ne j i with rfl | h
  · simp
  · simp [h]
```

## (c) Charges add

Let [D,X] = cX and [D,Y] = dY. Find [D,XY].

[D,XY] = [D,X]Y + X[D,Y] = (c + d)XY.

```lean
/-- Shifts of `D` add up along a product of operators. -/
theorem shift_mul {D X Y : Matrix m m ℂ} {c d : ℤ} (hX : D * X - X * D = c • X)
    (hY : D * Y - Y * D = d • Y) : D * (X * Y) - X * Y * D = (c + d) • (X * Y) := by
  have e : D * (X * Y) - X * Y * D = (D * X - X * D) * Y + X * (D * Y - Y * D) := by
    noncomm_ring
  rw [e, hX, hY, smul_mul_assoc, mul_smul_comm, add_smul]
```

## (d) Charges of single operators

Find the charges of a_i and a_i* under D_x.

Subtracting two cases of (b) gives [D_x, a_i] = −q_x(i) a_i. Taking adjoints gives [D_x, a_i*] = q_x(i) a_i*.

```lean
/-- An annihilator lowers the spin imbalance of orbital `x` by its charge, and the corresponding
creator raises it by the same amount. -/
theorem spinDiff_comm {a : P × Bool → Matrix m m ℂ} (ha : IsCAR a) (x : P) :
    (∀ i, spinDiff a x * a i - a i * spinDiff a x = (-charge x i) • a i) ∧
    ∀ i, spinDiff a x * (a i)ᴴ - (a i)ᴴ * spinDiff a x = charge x i • (a i)ᴴ := by
  have hD : (spinDiff a x)ᴴ = spinDiff a x := by simp [spinDiff, num]
  have lo : ∀ i, spinDiff a x * a i - a i * spinDiff a x = (-charge x i) • a i := by
    rintro ⟨p, σ⟩
    have e : spinDiff a x * a (p, σ) - a (p, σ) * spinDiff a x =
        (num a (x, up) * a (p, σ) - a (p, σ) * num a (x, up))
        - (num a (x, dn) * a (p, σ) - a (p, σ) * num a (x, dn)) := by
      unfold spinDiff; noncomm_ring
    rw [e, num_comm ha, num_comm ha, ← sub_smul]
    congr 1
    cases σ <;> by_cases h : p = x <;> simp [charge, h]
  refine ⟨lo, fun i => ?_⟩
  -- the creator relation is the adjoint of the annihilator relation
  have h := congrArg conjTranspose (lo i)
  rw [conjTranspose_sub, conjTranspose_mul, conjTranspose_mul, hD, neg_smul,
    conjTranspose_neg, conjTranspose_zsmul] at h
  rw [← neg_sub, h, neg_neg]
```

## (e) Strings that unbalance an orbital

Show that ⟨a_i* a_j* a_k a_l⟩ = 0 if q_x(i) + q_x(j) ≠ q_x(k) + q_x(l) for some x.

By (c) and (d) the string has charge q_x(i) + q_x(j) − q_x(k) − q_x(l) ≠ 0. Since D_xψ = 0, (a) applies.

```lean
/-- In a seniority-zero state a string of two creators and two annihilators has zero expectation
if it changes the spin imbalance of some orbital `x`. -/
theorem string_eq_zero {a : P × Bool → Matrix m m ℂ} (ha : IsCAR a) {ψ : m → ℂ}
    (hψ : SeniorityZero a ψ) {i j k l : P × Bool} (x : P)
    (hx : charge x i + charge x j ≠ charge x k + charge x l) :
    expect ψ ((a i)ᴴ * (a j)ᴴ * a k * a l) = 0 := by
  have hD : (spinDiff a x)ᴴ = spinDiff a x := by simp [spinDiff, num]
  have h0 : spinDiff a x *ᵥ ψ = 0 := by rw [spinDiff, Matrix.sub_mulVec, hψ x, sub_self]
  obtain ⟨lo, hi⟩ := spinDiff_comm ha x
  exact selection_rule hD h0
    (shift_mul (shift_mul (shift_mul (hi i) (hi j)) (lo k)) (lo l)) (by omega)
```

## (f) Joint occupations ignore spin

Show that ⟨n_pσ n_qτ⟩ = ⟨n_p↑ n_q↑⟩.

⟨n_pσ n_qτ⟩ = ⟨n_pσψ, n_qτψ⟩ = ⟨n_p↑ψ, n_q↑ψ⟩.

```lean
omit [DecidableEq P] [DecidableEq m] in
/-- In a seniority-zero state the joint occupation of two orbitals is the same for all choices of
the two spins. -/
theorem joint_occupation {a : P × Bool → Matrix m m ℂ} {ψ : m → ℂ} (hψ : SeniorityZero a ψ)
    (p q : P) (σ τ : Bool) :
    expect ψ (num a (p, σ) * num a (q, τ)) = expect ψ (num a (p, up) * num a (q, up)) := by
  have hs : ∀ p σ, num a (p, σ) *ᵥ ψ = num a (p, up) *ᵥ ψ := by
    intro p σ
    cases σ
    · exact (hψ p).symm
    · rfl
  have e : ∀ i j, expect ψ (num a i * num a j) = star (num a i *ᵥ ψ) ⬝ᵥ (num a j *ᵥ ψ) := by
    intro i j
    have hn : (num a i)ᴴ = num a i := by simp [num]
    change star ψ ⬝ᵥ ((num a i * num a j) *ᵥ ψ) = _
    rw [Matrix.star_mulVec, hn, ← Matrix.dotProduct_mulVec, Matrix.mulVec_mulVec]
  rw [e, e, hs p σ, hs q τ]
```

## (g) Both creators in one orbital

Evaluate Σ_στ ⟨a_pσ* a_pτ* a_sτ a_rσ⟩.

If r = s, equal spins vanish because a_i² = 0. Each of the two opposite-spin terms is b_p* b_r, since reordering both pairs costs two signs. The sum is 2⟨b_p* b_r⟩.

If r ≠ s, the charge in orbital r is ±1: it comes from one annihilator if p ≠ r, and from the uncancelled creator if p = r. By (e) the sum is 0.

```lean
/-- Spin-summed two-body matrix of a seniority-zero state with both creators in orbital `p`: only
the elements with both annihilators in one orbital survive. -/
theorem pair_block {a : P × Bool → Matrix m m ℂ} (ha : IsCAR a) {ψ : m → ℂ}
    (hψ : SeniorityZero a ψ) (p r s : P) :
    ∑ σ, ∑ τ, expect ψ ((a (p, σ))ᴴ * (a (p, τ))ᴴ * a (s, τ) * a (r, σ)) =
      if r = s then 2 * expect ψ ((pair a p)ᴴ * pair a r) else 0 := by
  by_cases h : r = s
  · subst h
    have sq : ∀ i, a i * a i = 0 := fun i => by
      calc a i * a i = (1 / 2 : ℂ) • (a i * a i + a i * a i) := by module
        _ = 0 := by rw [ha.anti, smul_zero]
    have same : ∀ σ, (a (p, σ))ᴴ * (a (p, σ))ᴴ * a (r, σ) * a (r, σ) = 0 := fun σ => by
      rw [mul_assoc, sq, mul_zero]
    have e1 : (a (p, up))ᴴ * (a (p, dn))ᴴ * a (r, dn) * a (r, up) = (pair a p)ᴴ * pair a r := by
      rw [pair, pair, conjTranspose_mul, mul_assoc]
    have sw : ∀ q, a (q, up) * a (q, dn) = -pair a q := fun q =>
      eq_neg_of_add_eq_zero_left (ha.anti _ _)
    have e2 : (a (p, dn))ᴴ * (a (p, up))ᴴ * a (r, up) * a (r, dn) = (pair a p)ᴴ * pair a r := by
      rw [mul_assoc, ← conjTranspose_mul, sw, sw, conjTranspose_neg, neg_mul_neg]
    simp only [Fintype.sum_bool, same, e1, e2, map_zero, if_true]
    ring
  · rw [if_neg h]
    refine Finset.sum_eq_zero fun σ _ => Finset.sum_eq_zero fun τ _ =>
      string_eq_zero ha hψ r ?_
    cases σ <;> cases τ <;> grind [charge]
```

## (h) Creators in different orbitals

Evaluate Σ_στ ⟨a_pσ* a_qτ* a_sτ a_rσ⟩ for p ≠ q.

- **Direct, r = p and s = q:** each term is ⟨n_pσ n_qτ⟩, so (f) gives 4⟨n_p↑ n_q↑⟩.
- **Exchange, r = q and s = p:** equal spins give −⟨n_pσ n_qσ⟩ each, in total −2⟨n_p↑ n_q↑⟩. Opposite spins have charge ±2 in p and vanish.
- **Otherwise:** balance in p and in q would require one annihilator in each, which is one of the cases above. The sum is 0.

```lean
/-- Spin-summed two-body matrix of a seniority-zero state with creators in different orbitals: only
the direct and the exchange elements survive. -/
theorem direct_exchange_block {a : P × Bool → Matrix m m ℂ} (ha : IsCAR a) {ψ : m → ℂ}
    (hψ : SeniorityZero a ψ) {p q : P} (hpq : p ≠ q) (r s : P) :
    ∑ σ, ∑ τ, expect ψ ((a (p, σ))ᴴ * (a (q, τ))ᴴ * a (s, τ) * a (r, σ)) =
      (if p = r ∧ q = s then 4 * expect ψ (num a (p, up) * num a (q, up)) else 0) -
      (if q = r ∧ p = s then 2 * expect ψ (num a (p, up) * num a (q, up)) else 0) := by
  have dir : ∀ σ τ, (a (p, σ))ᴴ * (a (q, τ))ᴴ * a (q, τ) * a (p, σ) =
      num a (p, σ) * num a (q, τ) := by
    intro σ τ
    have h := num_comm ha (q, τ) (p, σ)
    rw [if_neg (by simp [hpq]), zero_smul, sub_eq_zero] at h
    calc _ = (a (p, σ))ᴴ * (num a (q, τ) * a (p, σ)) := by simp only [num, mul_assoc]
      _ = _ := by rw [h, ← mul_assoc]; rfl
  by_cases h1 : p = r ∧ q = s
  · obtain ⟨rfl, rfl⟩ := h1
    simp only [dir, joint_occupation hψ p q, Fintype.sum_bool]
    simp [hpq]
    ring
  by_cases h2 : q = r ∧ p = s
  · obtain ⟨rfl, rfl⟩ := h2
    have ex : ∀ σ, expect ψ ((a (p, σ))ᴴ * (a (q, σ))ᴴ * a (p, σ) * a (q, σ)) =
        -expect ψ (num a (p, up) * num a (q, up)) := by
      intro σ
      rw [mul_assoc, eq_neg_of_add_eq_zero_left (ha.anti (p, σ) (q, σ)), mul_neg, ← mul_assoc,
        dir, map_neg, joint_occupation hψ]
      -- for opposite spins the string changes the spin imbalance of p by 2 or -2
    have fl : ∀ σ τ, σ ≠ τ →
        expect ψ ((a (p, σ))ᴴ * (a (q, τ))ᴴ * a (p, τ) * a (q, σ)) = 0 := by
      intro σ τ hst
      refine string_eq_zero ha hψ p ?_
      cases σ <;> cases τ <;> grind [charge]
    rw [if_neg h1, if_pos ⟨rfl, rfl⟩]
    simp only [Fintype.sum_bool]
    rw [ex, ex, fl _ _ (by decide), fl _ _ (by decide)]
    ring
  · rw [if_neg h1, if_neg h2, sub_zero]
    refine Finset.sum_eq_zero fun σ _ => Finset.sum_eq_zero fun τ _ => ?_
    by_contra hne
    have H : ∀ x, charge x (p, σ) + charge x (q, τ) = charge x (s, τ) + charge x (r, σ) :=
      fun x => by_contra fun h => hne (string_eq_zero ha hψ x h)
    have hp := H p
    have hq := H q
    cases σ <;> cases τ <;> grind [charge]
```

## (i) The energy

Sum against the integrals.

For p ≠ q, a_pσ* a_qσ has charge ±1 in p and drops out; for p = q the spin sum gives 2⟨n_p↑⟩. In the two-electron part, the factor ½ halves (g) and (h):

⟨H⟩ = 2 Σ_p h(p,p)⟨n_p↑⟩ + Σ_pq V(pp,qq)⟨b_p* b_q⟩ + Σ_{p≠q} (2V(pq,pq) − V(pq,qp))⟨n_p↑ n_q↑⟩.

In the code, `one` and `h1` treat the one-electron part, and `h2` splits the q-sum into q = p and q ≠ p (`Finset.univ.erase p`).

With a single orbital the last sum is empty, and ⟨b_p* b_p⟩ = ⟨n_p↑⟩, so ⟨H⟩ = (2h(p,p) + V(pp,pp))⟨n_p↑⟩.

```lean
/-- In a seniority-zero state, normalised or not, the expectation of the spin-free Hamiltonian
consists of one-electron terms, pair terms (`p = q` included), and direct-minus-exchange terms. -/
theorem doci_energy [Fintype P] {a : P × Bool → Matrix m m ℂ} (ha : IsCAR a) {ψ : m → ℂ}
    (hψ : SeniorityZero a ψ) (h : P → P → ℂ) (V : P → P → P → P → ℂ) :
    expect ψ (hamiltonian a h V) =
      2 * ∑ p, h p p * expect ψ (num a (p, up)) +
      ∑ p, ∑ q, V p p q q * expect ψ ((pair a p)ᴴ * pair a q) +
      ∑ p, ∑ q ∈ Finset.univ.erase p,
        (2 * V p q p q - V p q q p) * expect ψ (num a (p, up) * num a (q, up)) := by
  have one : ∀ p q, ∑ σ, expect ψ ((a (p, σ))ᴴ * a (q, σ)) =
      if p = q then 2 * expect ψ (num a (p, up)) else 0 := by
    intro p q
    by_cases e : p = q
    · subst e
      have hud : expect ψ ((a (p, dn))ᴴ * a (p, dn)) = expect ψ (num a (p, up)) :=
        congrArg (fun v => star ψ ⬝ᵥ v) (hψ p).symm
      rw [Fintype.sum_bool, hud, if_pos rfl, two_mul]
      rfl
    · rw [if_neg e]
      refine Finset.sum_eq_zero fun σ _ => ?_
      -- moving one electron between orbitals changes the spin imbalance of p
      have hD : (spinDiff a p)ᴴ = spinDiff a p := by simp [spinDiff, num]
      have h0 : spinDiff a p *ᵥ ψ = 0 := by rw [spinDiff, Matrix.sub_mulVec, hψ p, sub_self]
      obtain ⟨lo, hi⟩ := spinDiff_comm ha p
      exact selection_rule hD h0 (shift_mul (hi (p, σ)) (lo (q, σ)))
        (by cases σ <;> simp [charge, Ne.symm e])
  have delta : ∀ (u v : P) (f : P → P → ℂ),
      ∑ r, ∑ s, (if u = r ∧ v = s then f r s else 0) = f u v := by
    intro u v f
    rw [Finset.sum_eq_single u (fun r _ hr => Finset.sum_eq_zero fun s _ =>
      if_neg fun t => hr t.1.symm) (by simp)]
    simp
  have h1 : ∑ p, ∑ q, h p q * ∑ σ, expect ψ ((a (p, σ))ᴴ * a (q, σ)) =
      2 * ∑ p, h p p * expect ψ (num a (p, up)) := by
    simp only [one, mul_ite, mul_zero, Finset.sum_ite_eq, Finset.mem_univ, if_true,
      Finset.mul_sum]
    exact Finset.sum_congr rfl fun p _ => by ring
  -- for fixed p, split the sum over q into q = p (pairs) and q ≠ p (direct and exchange)
  have h2 : ∀ p, ∑ q, ∑ r, ∑ s, V p q r s *
      ∑ σ, ∑ τ, expect ψ ((a (p, σ))ᴴ * (a (q, τ))ᴴ * a (s, τ) * a (r, σ)) =
      2 * ∑ q, V p p q q * expect ψ ((pair a p)ᴴ * pair a q) +
      2 * ∑ q ∈ Finset.univ.erase p,
        (2 * V p q p q - V p q q p) * expect ψ (num a (p, up) * num a (q, up)) := by
    intro p
    refine (Finset.add_sum_erase _ _ (Finset.mem_univ p)).symm.trans ?_
    rw [Finset.mul_sum, Finset.mul_sum]
    refine congrArg₂ (· + ·) (Finset.sum_congr rfl fun r _ => ?_)
      (Finset.sum_congr rfl fun q hq => ?_)
    · simp only [pair_block ha hψ, mul_ite, mul_zero, Finset.sum_ite_eq, Finset.mem_univ, if_true]
      ring
    · simp only [direct_exchange_block ha hψ (Finset.ne_of_mem_erase hq).symm, mul_sub, mul_ite,
        mul_zero, Finset.sum_sub_distrib]
      rw [delta p q (fun r s => V p q r s * (4 * expect ψ (num a (p, up) * num a (q, up)))),
        delta q p (fun r s => V p q r s * (2 * expect ψ (num a (p, up) * num a (q, up))))]
      ring
  simp only [hamiltonian, map_add, map_sum, map_smul, smul_eq_mul] at *
  rw [h1, Finset.sum_congr rfl fun p _ => h2 p, Finset.sum_add_distrib, ← Finset.mul_sum,
    ← Finset.mul_sum]
  ring
```

## (j) A shared pair satisfies the hypotheses

Give matrices and a nonzero state for two orbitals.

Take four states per orbital: empty, up, down, double. The parity matrix anticommutes with that orbital's annihilators, so placing it on the first factor makes operators of different orbitals anticommute. It is Hermitian and squares to 1, so the relations within the second orbital are kept. The number operators are diagonal, and both components of the shared pair have equal up and down occupations. `sharedPair` is √2 times the opening ψ.

```lean
/-- Annihilators of one spatial orbital in the basis empty, up, down, doubly occupied. -/
def site : Bool → Matrix (Fin 4) (Fin 4) ℂ
  | up => !![0, 1, 0, 0; 0, 0, 0, 0; 0, 0, 0, 1; 0, 0, 0, 0]
  | dn => !![0, 0, 1, 0; 0, 0, 0, -1; 0, 0, 0, 0; 0, 0, 0, 0]

/-- The fermion parity of one spatial orbital. -/
def parity : Matrix (Fin 4) (Fin 4) ℂ := !![1, 0, 0, 0; 0, -1, 0, 0; 0, 0, -1, 0; 0, 0, 0, 1]

/-- Annihilators of two spatial orbitals, with a parity string on the first. -/
def twoSite : Bool × Bool → Matrix (Fin 4 × Fin 4) (Fin 4 × Fin 4) ℂ
  | (false, σ) => site σ ⊗ₖ 1
  | (true, σ) => parity ⊗ₖ site σ

/-- The unnormalised superposition of a pair in the first and a pair in the second orbital. -/
def sharedPair : Fin 4 × Fin 4 → ℂ := fun k => if k = (3, 0) ∨ k = (0, 3) then 1 else 0

/-- The two-orbital matrices obey the anticommutation relations, and the shared pair is a nonzero
seniority-zero state. -/
theorem twoSite_witness :
    IsCAR twoSite ∧ SeniorityZero twoSite sharedPair ∧ sharedPair ≠ 0 := by
  have h1 : ∀ σ τ, site σ * site τ + site τ * site σ = 0 := by
    intro σ τ
    cases σ <;> cases τ <;> ext i j <;> fin_cases i <;> fin_cases j <;> simp [site]
  have h2 : ∀ σ τ, site σ * (site τ)ᴴ + (site τ)ᴴ * site σ = if σ = τ then 1 else 0 := by
    intro σ τ
    cases σ <;> cases τ <;> ext i j <;>
      simp only [Matrix.add_apply, Matrix.mul_apply, Matrix.conjTranspose_apply,
        Fin.sum_univ_four] <;>
      fin_cases i <;> fin_cases j <;> simp [site]
  have h3 : ∀ σ, site σ * parity = -(parity * site σ) := by
    intro σ
    cases σ <;> ext i j <;> fin_cases i <;> fin_cases j <;>
      simp [site, parity, Matrix.mul_apply, Fin.sum_univ_four]
  have h4 : parity * parity = 1 := by
    ext i j
    fin_cases i <;> fin_cases j <;> simp [parity, Matrix.mul_apply, Fin.sum_univ_four]
  have h5 : parityᴴ = parity := by
    ext i j
    fin_cases i <;> fin_cases j <;> simp [parity]
  have h6 : ∀ σ, (site σ)ᴴ * parity = -(parity * (site σ)ᴴ) := by
    intro σ
    have t := congrArg conjTranspose (h3 σ)
    rw [conjTranspose_neg, conjTranspose_mul, conjTranspose_mul, h5] at t
    rw [t, neg_neg]
  refine ⟨⟨?_, ?_⟩, ?_, ?_⟩
  · rintro ⟨x, σ⟩ ⟨y, τ⟩
    cases x <;> cases y <;>
      simp only [twoSite, ← Matrix.mul_kronecker_mul, one_mul, mul_one, h4,
        ← Matrix.add_kronecker, ← Matrix.kronecker_add, h1, h3, neg_add_cancel, add_neg_cancel,
        Matrix.zero_kronecker, Matrix.kronecker_zero]
  · rintro ⟨x, σ⟩ ⟨y, τ⟩
    cases x <;> cases y <;>
      simp only [twoSite, Matrix.conjTranspose_kronecker, conjTranspose_one, h5,
        ← Matrix.mul_kronecker_mul, one_mul, mul_one, h4, ← Matrix.add_kronecker,
        ← Matrix.kronecker_add, h2, h3, h6, neg_add_cancel, add_neg_cancel,
        Matrix.zero_kronecker] <;>
      cases σ <;> cases τ <;> simp
  · have hN : ∀ σ, (site σ)ᴴ * site σ =
        Matrix.diagonal (if σ = true then ![0, 1, 0, 1] else ![0, 0, 1, 1]) := by
      intro σ
      cases σ <;> ext i j <;> fin_cases i <;> fin_cases j <;>
        simp [site, Matrix.mul_apply, Fin.sum_univ_four]
    intro p
    cases p <;>
      simp only [num, twoSite, Matrix.conjTranspose_kronecker, conjTranspose_one, h5,
        ← Matrix.mul_kronecker_mul, one_mul, h4, hN] <;>
      rw [← Matrix.diagonal_one, Matrix.diagonal_kronecker_diagonal,
        Matrix.diagonal_kronecker_diagonal] <;>
      ext ⟨i, j⟩ <;> rw [Matrix.mulVec_diagonal, Matrix.mulVec_diagonal] <;>
      fin_cases i <;> fin_cases j <;> simp [sharedPair]
  · intro h
    have := congrFun h (3, 0)
    simp [sharedPair] at this

end

end DoublyOccupiedCI
```
```lean
#print axioms DoublyOccupiedCI.doci_energy
```

```
'DoublyOccupiedCI.doci_energy' depends on axioms: [propext, Classical.choice, Quot.sound]
```
